# In an ideal Bose gas of N particles, a tagged particle lies in a k-cycle with probability z_k Z_(N-k)/(N Z_N)

Q: I simulate $N$ identical bosons in a trap with path integrals. I follow one particle through imaginary time, and its path ends where another particle started. It closes only after $k$ particles have been strung together. How likely is each $k$, and would a theorem about permutations really tell me?

A: For non-interacting bosons it does. Let $h$ be the one-particle Hamiltonian and $\beta$ the inverse temperature. A ring of $k$ particles contributes $z_k=\operatorname{Tr}e^{-k\beta h}$, which is positive, and finite in a harmonic trap, for example. A permutation $\sigma$ has weight $W(\sigma)=\prod_C z_{|C|}$, with $C$ running over its cycles, fixed points included. The partition function is $Z_N=\frac1{N!}\sum_\sigma W(\sigma)$, with $Z_0=1$.

Tag a particle $a$ and fix $1\le k\le N$. Its $k-1$ partners can be chosen in $\binom{N-1}{k-1}$ ways, and the $k$ particles form a cycle in $(k-1)!$ ways. The other $N-k$ particles are permuted freely, with total weight $(N-k)!\,Z_{N-k}$. Therefore

$$\sum_{\sigma:\,|C_a|=k}W(\sigma)=\frac{(N-1)!}{(N-k)!}\,z_k\,(N-k)!\,Z_{N-k}=(N-1)!\,z_kZ_{N-k},$$

where $C_a$ is the cycle of $a$. Dividing by the total weight $N!\,Z_N$ gives

$$P(|C_a|=k)=\frac{z_kZ_{N-k}}{N\,Z_N}.$$

Q: Where are the exchange cycles in the code?

A: Particles are elements of a finite type `α` (the code's `β` is a second such type, not the inverse temperature), and `cyc σ i` is the set of points that $\sigma$ links to $i$.

```lean
import Mathlib

open Finset Equiv

namespace BosonCycles

noncomputable section

variable {α β : Type*} [Fintype α] [DecidableEq α] [Fintype β] [DecidableEq β]

open Classical in
/-- The exchange cycle of the point `i` under the permutation `σ`, as a set of points. -/
def cyc (σ : Perm α) (i : α) : Finset α := univ.filter (fun j => σ.SameCycle i j)
```

Q: Each cycle is then produced once for every particle in it. Isn't its weight counted too often?

A: No. `univ.image (cyc σ)` is a finite set of sets, so repetitions merge. Two different cycles of equal length remain different sets, and both contribute.

```lean
/-- The weight of a permutation: the product of `z (length)` over its cycles, fixed points
included. -/
def weight (z : ℕ → ℝ) (σ : Perm α) : ℝ := ∏ C ∈ univ.image (cyc σ), z C.card
```

The next definition is $Z_N$, with the labels taken from `Fin N`.

```lean
/-- The partition function `Z_N`: the total weight of all permutations of `N` points over `N!`. -/
def partitionFn (z : ℕ → ℝ) (N : ℕ) : ℝ :=
  (∑ σ : Perm (Fin N), weight z σ) / (N.factorial : ℝ)
```

Q: And the probability?

A: It is a ratio of two weighted sums; the upper one keeps only permutations whose tagged cycle has length $k$.

```lean
/-- The weighted probability that the point `a` lies in a cycle of length `k`, for weights that are
non-negative and whose total is not zero. -/
def cycleProb (z : ℕ → ℝ) (N : ℕ) (a : Fin N) (k : ℕ) : ℝ :=
  (∑ σ : Perm (Fin N) with (cyc σ a).card = k, weight z σ) / ∑ σ : Perm (Fin N), weight z σ
```

The main theorem, `cycleProb_eq`, takes a real sequence `z` with `z k` positive for every $k\ge1$, a point `a : Fin N`, and $1\le k\le N$. It concludes that $Z_N>0$, so the ratio has a proper denominator, and that the formula holds.

Q: What physics is missing?

A: Interactions between particles, in general, because they stop the weight from factorising over cycles. Fermions are excluded as well: their exchange signs give every cycle of even length a negative weight. The trace formula for $z_k$ is my physical reading; the theorem starts from any positive sequence. Within the ideal gas, the result gives a reference distribution against which permutation sampling in a path-integral code can be compared.

Q: Does the proof choose partners, as you did?

A: It adds particles one at a time. Give the tagged cycle its own weight $f(|C_a|)$, leave $z$ on all the others, and call the total over $n+1$ points $T_{n+1}(f)$. The code needs the weight of the other cycles, this tagged sum, and the insertion of a new point `none` directly in front of an old point $b$.

```lean
/-- The weight of all cycles that do not contain the tagged point `a`. -/
def rest (z : ℕ → ℝ) (σ : Perm α) (a : α) : ℝ :=
  ∏ C ∈ (cyc σ a)ᶜ.image (cyc σ), z C.card

/-- The sum over permutations in which the cycle of the tagged point `a` has weight `f (length)`
and every other cycle has weight `z (length)`. -/
def tagged (z f : ℕ → ℝ) (a : α) : ℝ := ∑ σ : Perm α, f (cyc σ a).card * rest z σ a

/-- Insert a new point, called `none`, directly in front of `b` in the cycle of `b`. -/
def insertAt (b : α) (τ : Perm α) : Perm (Option α) := swap none (some b) * optionCongr τ
```

If the new point is fixed, the old $n$ points carry their full weight $n!\,Z_n$. Otherwise it sits in front of one of $n$ old points, whose cycle grows by one. With $f^+(k)=f(k+1)$,

$$T_{n+1}(f)=f(1)\,n!\,Z_n+n\,T_n(f^+),$$

where the last term is absent for $n=0$. Induction gives

$$T_{n+1}(f)=n!\sum_{k=0}^{n}f(k+1)\,Z_{n-k}.$$

Q: How does Lean know that insertion leaves the other cycles alone?

A: It compares which points are linked. The first lemma below unfolds membership in a cycle. The second says that a map sending every single step into one cycle sends whole cycles into one cycle, by induction on the number of steps, forwards and backwards.

```lean
/-- A point `j` belongs to the cycle of `i` exactly when the permutation links the two. -/
theorem mem_cyc {σ : Perm α} {i j : α} : j ∈ cyc σ i ↔ σ.SameCycle i j := by
  simp [cyc]

omit [Fintype α] [DecidableEq α] [Fintype β] [DecidableEq β] in
/-- If a map sends each step of `σ` into a single cycle of `τ`, it sends each cycle of `σ` into a
single cycle of `τ`. -/
theorem sameCycle_map {σ : Perm α} {τ : Perm β} (π : α → β)
    (h : ∀ x, τ.SameCycle (π x) (π (σ x))) {x y : α} (hxy : σ.SameCycle x y) :
    τ.SameCycle (π x) (π y) := by
  obtain ⟨n, rfl⟩ := hxy
  refine Int.induction_on n ?_ (fun m ih => ?_) (fun m ih => ?_)
  · rw [zpow_zero]
    exact Perm.SameCycle.refl _ _
  · have e : σ ^ ((m : ℤ) + 1) = σ * σ ^ (m : ℤ) := by rw [add_comm, zpow_one_add]
    rw [e]
    exact ih.trans (h _)
  · have e : σ ^ (-(m : ℤ)) = σ * σ ^ (-(m : ℤ) - 1) := by
      rw [← zpow_one_add]
      congr 1
      ring
    rw [e] at ih
    exact ih.trans (h _).symm
```

Next, the weight splits into the tagged cycle times the rest, and cycles carried unchanged into another set of points keep their weight.

```lean
/-- The weight of a permutation is that of the tagged cycle times that of the other cycles. -/
theorem weight_eq (z : ℕ → ℝ) (σ : Perm α) (a : α) :
    weight z σ = z (cyc σ a).card * rest z σ a := by
  have h : univ.image (cyc σ) = insert (cyc σ a) ((cyc σ a)ᶜ.image (cyc σ)) := by
    ext C
    simp only [mem_image, mem_univ, true_and, mem_insert, mem_compl, mem_cyc]
    constructor
    · rintro ⟨j, rfl⟩
      by_cases hj : σ.SameCycle a j
      · left
        ext x
        rw [mem_cyc, mem_cyc]
        exact ⟨hj.trans, hj.symm.trans⟩
      · exact Or.inr ⟨j, hj, rfl⟩
    · rintro (rfl | ⟨j, -, rfl⟩)
      · exact ⟨a, rfl⟩
      · exact ⟨j, rfl⟩
  unfold weight rest
  rw [h, prod_insert]
  simp only [mem_image, mem_compl, not_exists, not_and]
  intro j hj e
  exact hj (e ▸ mem_cyc.2 (Perm.SameCycle.refl σ j))

/-- Cycles carried unchanged into a larger or relabelled set of points keep their weight. -/
theorem prod_relabel (z : ℕ → ℝ) (ι : α ↪ β) (S : Finset α) (σ : Perm α) (σ' : Perm β)
    (h : ∀ i ∈ S, cyc σ' (ι i) = (cyc σ i).map ι) :
    ∏ C ∈ (S.map ι).image (cyc σ'), z C.card = ∏ C ∈ S.image (cyc σ), z C.card := by
  have e : (S.map ι).image (cyc σ') = (S.image (cyc σ)).image (Finset.map ι) := by
    rw [map_eq_image, image_image, image_image]
    exact image_congr (fun i hi => h i (mem_coe.1 hi))
  rw [e, prod_image (Finset.map_injective ι).injOn]
  simp only [card_map]
```

Relabelling the particles therefore leaves the tagged sum unchanged, so any particle can play the part of the new one.

```lean
/-- Tagged sums do not depend on how the points are labelled. -/
theorem tagged_relabel (z f : ℕ → ℝ) (e : α ≃ β) (a : α) :
    tagged z f a = tagged z f (e a) := by
  have hc : ∀ (σ : Perm α) (i : α),
      cyc (e.permCongr σ) (e i) = (cyc σ i).map e.toEmbedding := by
    intro σ i
    ext y
    obtain ⟨j, rfl⟩ := e.surjective y
    rw [mem_map_equiv, symm_apply_apply, mem_cyc, mem_cyc]
    constructor
    · intro h
      have h' := sameCycle_map (τ := σ) e.symm (fun x => by
        rw [permCongr_apply, symm_apply_apply]
        exact ⟨1, by rw [zpow_one]⟩) h
      rwa [symm_apply_apply, symm_apply_apply] at h'
    · exact sameCycle_map e (fun x => ⟨1, by
        rw [zpow_one, permCongr_apply, symm_apply_apply]⟩)
  unfold tagged
  rw [← Equiv.sum_comp e.permCongr]
  refine sum_congr rfl fun σ _ => ?_
  have hr : (cyc (e.permCongr σ) (e a))ᶜ = (cyc σ a)ᶜ.map e.toEmbedding := by
    rw [hc]
    ext y
    simp only [mem_compl, mem_map_equiv]
  unfold rest
  rw [hr, hc, card_map, prod_relabel z e.toEmbedding _ σ _ (fun i _ => hc σ i)]
```

For an insertion, the proof sends the new point to $b$ and every old point to itself. Two points are linked after the insertion exactly when their images were linked before. This gives both the longer tagged cycle and the unchanged remainder.

```lean
/-- Inserting a new point in front of `b` lengthens the cycle of `b` by one and leaves the weight
of the other cycles unchanged. -/
theorem insertAt_cycles (z : ℕ → ℝ) (b : α) (τ : Perm α) :
    (cyc (insertAt b τ) none).card = (cyc τ b).card + 1 ∧
      rest z (insertAt b τ) none = rest z τ b := by
  have h0 : insertAt b τ none = some b := swap_apply_left none (some b)
  have h1 : ∀ i, insertAt b τ (some i) = swap none (some b) (some (τ i)) := fun _ => rfl
  have hb : (insertAt b τ).SameCycle none (some b) := ⟨1, by rw [zpow_one, h0]⟩
  -- the new point is linked to whatever `b` is linked to
  have key : ∀ x y, (insertAt b τ).SameCycle x y ↔ τ.SameCycle (x.getD b) (y.getD b) := by
    intro x y
    have hx : ∀ x : Option α, (insertAt b τ).SameCycle x (some (x.getD b)) := by
      rintro (_ | i)
      · exact hb
      · exact Perm.SameCycle.refl _ _
    constructor
    · refine sameCycle_map (fun x : Option α => x.getD b) ?_
      rintro (_ | i)
      · rw [h0]
        exact Perm.SameCycle.refl _ _
      · refine ⟨1, ?_⟩
        rw [zpow_one, h1]
        by_cases hi : τ i = b
        · rw [hi, swap_apply_right]
          exact hi
        · rw [swap_apply_of_ne_of_ne (by simp) (by simpa using hi)]
          rfl
    · intro h
      refine (hx x).trans ((sameCycle_map some (fun i => ?_) h).trans (hx y).symm)
      have hs : (insertAt b τ).SameCycle (some i) (insertAt b τ (some i)) :=
        ⟨1, by rw [zpow_one]⟩
      rw [h1] at hs
      by_cases hi : τ i = b
      · rw [hi, swap_apply_right] at hs
        rw [hi]
        exact hs.trans hb
      · rwa [swap_apply_of_ne_of_ne (by simp) (by simpa using hi)] at hs
  constructor
  · have e : cyc (insertAt b τ) none = insertNone (cyc τ b) := by
      ext x
      cases x <;> simp [mem_cyc, key, Perm.SameCycle.refl]
    rw [e, card_insertNone]
  · have e : (cyc (insertAt b τ) none)ᶜ = (cyc τ b)ᶜ.map Function.Embedding.some := by
      ext x
      cases x <;> simp [mem_cyc, key, Perm.SameCycle.refl]
    unfold rest
    rw [e]
    refine prod_relabel z _ _ τ _ (fun i hi => ?_)
    have hi' : ¬ τ.SameCycle i b := fun h => (mem_compl.1 hi) (mem_cyc.2 h.symm)
    ext x
    cases x <;> simp [mem_cyc, key, hi']
```

The fixed-point case is similar, except that the new point is linked to nothing else.

```lean
/-- A new point added as a fixed point forms a cycle of length one, and the other cycles carry the
whole weight of the old permutation. -/
theorem fixed_cycles (z : ℕ → ℝ) (τ : Perm α) :
    (cyc (optionCongr τ) none).card = 1 ∧ rest z (optionCongr τ) none = weight z τ := by
  have hn : ∀ j, ¬ Perm.SameCycle (optionCongr τ) none (some j) := by
    intro j h
    have h' := sameCycle_map (τ := (1 : Perm Bool)) Option.isSome
      (by rintro (_ | _) <;> exact Perm.SameCycle.refl _ _) h
    simp at h'
  have hn' : ∀ j, ¬ Perm.SameCycle (optionCongr τ) (some j) none := fun j h => hn j h.symm
  have hs : ∀ i j, Perm.SameCycle (optionCongr τ) (some i) (some j) ↔ τ.SameCycle i j := by
    intro i j
    constructor
    · intro h
      refine sameCycle_map (τ := τ) (fun x : Option α => x.getD i) ?_ h
      rintro (_ | k)
      · exact Perm.SameCycle.refl _ _
      · exact ⟨1, by rw [zpow_one]; rfl⟩
    · exact sameCycle_map some (fun k => ⟨1, by rw [zpow_one]; rfl⟩)
  constructor
  · have e : cyc (optionCongr τ) none = {none} := by
      ext x
      cases x <;> simp [mem_cyc, hn, Perm.SameCycle.refl]
    rw [e, card_singleton]
  · have e : (cyc (optionCongr τ) none)ᶜ = univ.map Function.Embedding.some := by
      ext x
      cases x <;> simp [mem_cyc, hn, Perm.SameCycle.refl]
    unfold rest weight
    rw [e]
    refine prod_relabel z _ _ τ _ (fun i _ => ?_)
    ext x
    cases x <;> simp [mem_cyc, hn', hs]
```

Q: What guarantees that every permutation of $n+1$ points is built exactly once?

A: That is the device on which the proof turns, Mathlib's `Equiv.Perm.decomposeOption`. It is a bijection between permutations of `Option α`, the old points plus `none`, and pairs made of an element of `Option α` and a permutation of `α`. Its inverse first lets the old permutation act with `none` fixed, then swaps `none` with the chosen element. Choosing `none` swaps nothing and gives the fixed-point case; choosing `some b` gives `insertAt b τ` by definition, so `rfl` suffices. `Equiv.sum_comp` carries the sum across the bijection, and splitting the sum over `Option` yields the two terms of the recursion.

In the code this is `step`, and the induction follows it.

```lean
/-- Among `n + 1` points, the tagged sum is `n!` times the sum over lengths `k + 1` of the tagged
cycle of `f (k + 1) Z_(n-k)`. -/
theorem tagged_eq (z : ℕ → ℝ) (n : ℕ) : ∀ (f : ℕ → ℝ) (a : Fin (n + 1)),
    tagged z f a =
      (n.factorial : ℝ) * ∑ k ∈ range (n + 1), f (k + 1) * partitionFn z (n - k) := by
  -- remove the tagged point: it was a fixed point, or it sat in front of some `b`
  have step : ∀ (n : ℕ) (f : ℕ → ℝ) (a : Fin (n + 1)), tagged z f a =
      f 1 * ((n.factorial : ℝ) * partitionFn z n) +
        ∑ b : Fin n, tagged z (fun k => f (k + 1)) b := by
    intro n f a
    have hZ : (n.factorial : ℝ) * partitionFn z n = ∑ τ : Perm (Fin n), weight z τ := by
      have hf : (n.factorial : ℝ) ≠ 0 := by positivity
      unfold partitionFn
      field_simp
    rw [tagged_relabel z f (finSuccEquiv' a) a, finSuccEquiv'_at, hZ]
    unfold tagged
    rw [← Equiv.sum_comp Equiv.Perm.decomposeOption.symm, Fintype.sum_prod_type,
      Fintype.sum_option, mul_sum]
    congr 1
    · refine sum_congr rfl fun τ _ => ?_
      have e : Equiv.Perm.decomposeOption.symm (none, τ) = optionCongr τ := by
        ext1 x
        exact congrArg (fun p : Perm (Option (Fin n)) => p (optionCongr τ x)) (swap_self none)
      rw [e, (fixed_cycles z τ).1, (fixed_cycles z τ).2]
    · refine sum_congr rfl fun b _ => sum_congr rfl fun τ _ => ?_
      have e : Equiv.Perm.decomposeOption.symm (some b, τ) = insertAt b τ := rfl
      rw [e, (insertAt_cycles z b τ).1, (insertAt_cycles z b τ).2]
  induction n with
  | zero =>
    intro f a
    rw [step]
    simp
  | succ n ih =>
    intro f a
    rw [step, sum_range_succ' _ (n + 1)]
    simp only [ih, sum_const, card_univ, Fintype.card_fin, nsmul_eq_mul,
      Nat.add_sub_add_right, Nat.sub_zero, zero_add, Nat.factorial_succ]
    push_cast
    ring
```

Q: How do you get from an arbitrary $f$ to one length?

A: Take $f(j)=z_j$ when $j$ is the wanted length and zero otherwise. Lean writes $N=n+1$ and $k=m+1$, so `sum_eq_single m` leaves only $z_{m+1}Z_{n-m}=z_kZ_{N-k}$. The prefactor $n!=(N-1)!$ over $N!$ supplies the $1/N$. Positivity of $Z_N$ comes first: every cycle is non-empty, so every factor in every weight is positive.

```lean
/-- For positive cycle weights and `1 ≤ k ≤ N`, the partition function is positive and a given
point lies in a `k`-cycle with probability `z_k Z_(N-k) / (N Z_N)`. -/
theorem cycleProb_eq (z : ℕ → ℝ) (hz : ∀ k, 1 ≤ k → 0 < z k) (N : ℕ) (a : Fin N) (k : ℕ)
    (hk : 1 ≤ k) (hkN : k ≤ N) :
    0 < partitionFn z N ∧
      cycleProb z N a k = z k * partitionFn z (N - k) / (N * partitionFn z N) := by
  have hpos : 0 < partitionFn z N := by
    refine div_pos (sum_pos (fun σ _ => prod_pos fun C hC => ?_) univ_nonempty) (by positivity)
    obtain ⟨i, -, rfl⟩ := mem_image.1 hC
    exact hz _ (card_pos.2 ⟨i, mem_cyc.2 (Perm.SameCycle.refl σ i)⟩)
  refine ⟨hpos, ?_⟩
  obtain ⟨n, rfl⟩ : ∃ n, N = n + 1 := ⟨N - 1, by omega⟩
  obtain ⟨m, rfl⟩ : ∃ m, k = m + 1 := ⟨k - 1, by omega⟩
  -- select the length `m + 1` in the tagged sum
  have hs : ∑ j ∈ range (n + 1), (if j + 1 = m + 1 then z (j + 1) else 0) *
      partitionFn z (n - j) = z (m + 1) * partitionFn z (n - m) := by
    rw [sum_eq_single m]
    · simp
    · intro j _ hj
      simp [hj]
    · intro hm
      exact absurd (mem_range.2 (by omega)) hm
  have hsum : ∑ σ : Perm (Fin (n + 1)) with (cyc σ a).card = m + 1, weight z σ =
      (n.factorial : ℝ) * (z (m + 1) * partitionFn z (n - m)) := by
    rw [← hs, ← tagged_eq z n (fun j => if j = m + 1 then z j else 0) a, sum_filter]
    unfold tagged
    refine sum_congr rfl fun σ _ => ?_
    rw [weight_eq z σ a]
    by_cases h : (cyc σ a).card = m + 1 <;> simp [h]
  have hZ : ∑ σ : Perm (Fin (n + 1)), weight z σ =
      ((n + 1).factorial : ℝ) * partitionFn z (n + 1) := by
    have hf : ((n + 1).factorial : ℝ) ≠ 0 := by positivity
    unfold partitionFn
    field_simp
  have hne := hpos.ne'
  have hf : (n.factorial : ℝ) ≠ 0 := by positivity
  have hn : (n : ℝ) + 1 ≠ 0 := by positivity
  unfold cycleProb
  rw [hsum, hZ, Nat.add_sub_add_right, Nat.factorial_succ]
  push_cast
  field_simp
```

Q: Is there a case I can picture?

A: Set every $z_k=1$, as for a single one-particle state at zero energy. Then $Z_n=1$ for every $n$, and the tagged particle is equally likely to be in a cycle of any length from $1$ to $N$. A ring containing all $N$ particles is as probable for it as closing on itself.

```lean
/-- If every cycle has weight one, the cycle of a given point is equally likely to have any length
from `1` to `N`. -/
theorem cycleProb_uniform (N : ℕ) (a : Fin N) (k : ℕ) (hk : 1 ≤ k) (hkN : k ≤ N) :
    cycleProb (fun _ => 1) N a k = 1 / N := by
  have hZ : ∀ n, partitionFn (fun _ => 1) n = 1 := by
    intro n
    simp [partitionFn, weight, Fintype.card_perm, Nat.factorial_ne_zero]
  rw [(cycleProb_eq (fun _ => 1) (fun _ _ => one_pos) N a k hk hkN).2, hZ, hZ, mul_one, mul_one]

end

end BosonCycles
```

```lean
#print axioms BosonCycles.cycleProb_eq
#print axioms BosonCycles.cycleProb_uniform
```

```
'BosonCycles.cycleProb_eq' depends on axioms: [propext, Classical.choice, Quot.sound]
'BosonCycles.cycleProb_uniform' depends on axioms: [propext, Classical.choice, Quot.sound]
```
